# For finitely many levels, the imaginary-time correlator of a Hermitian observable is symmetric about β/2 and integrates to the static susceptibility before the disconnected part is subtracted

**Q:** My code measures an observable $B$ against itself at imaginary times $\tau$ between $0$ and the inverse temperature $\beta$. It averages the values at $\tau$ and $\beta-\tau$, then integrates over $\tau$ to get a static susceptibility. What justifies those two operations?

**A:** For a Hermitian $B$ and a Hamiltonian $H$ with finitely many levels $E_m$, both follow from the spectral form of the correlator, with one proviso: if the thermal average $\langle B\rangle$ is nonzero, the integral still contains a disconnected part, which must be subtracted to get the isothermal response to a static field. Set $\hbar=1$, work in the energy eigenbasis, and leave out the division by the partition function $Z=\sum_m e^{-\beta E_m}$. Then

$$C(\tau)=\mathrm{Tr}\left(e^{-\beta H}e^{\tau H}Be^{-\tau H}B\right)=\sum_{m,k}e^{-\beta E_m}e^{\tau E_m}B_{mk}e^{-\tau E_k}B_{km}.$$

Hermiticity gives $B_{km}=\overline{B_{mk}}$, so

$$C(\tau)=\sum_{m,k}|B_{mk}|^2e^{-\beta E_m+\tau(E_m-E_k)}.$$

**Q:** The reflection symmetry isn't visible there.

**A:** Replace $\tau$ by $\beta-\tau$. The exponent becomes

$$-\beta E_m+(\beta-\tau)(E_m-E_k)=-\beta E_k+\tau(E_k-E_m),$$

which is the original exponent with $m$ and $k$ exchanged. Since $|B_{km}|=|B_{mk}|$, relabelling the sum gives $C(\beta-\tau)=C(\tau)$.

Now average the two expressions. Their exponents are $-\beta(E_m+E_k)/2\mp(\beta/2-\tau)(E_m-E_k)$, so half their sum is

$$C(\tau)=\sum_{m,k}|B_{mk}|^2e^{-\beta(E_m+E_k)/2}\cosh\left[(\beta/2-\tau)(E_m-E_k)\right].$$

**Q:** And the integral, when levels are degenerate?

**A:** Treat the pairs separately. If $E_m=E_k$, the exponential is constant and contributes $\beta e^{-\beta E_m}$. Otherwise

$$\int_0^\beta e^{-\beta E_m+\tau(E_m-E_k)}\,d\tau=\frac{e^{-\beta E_k}-e^{-\beta E_m}}{E_m-E_k}.$$

Weighting each contribution by $|B_{mk}|^2$ and summing gives the unnormalized static Lehmann susceptibility, which I'll call $\chi$.

**Q:** I accept the algebra. I doubt that the formal version is about a quantum system at all. What is its state space?

**A:** The finite type `n` labels the energy eigenstates, so operators are complex matrices indexed by `n`.

In Lean 4 with Mathlib:

```lean
import Mathlib

open Matrix

namespace ImaginaryTimeSusceptibility

noncomputable section

variable {n : Type*} [Fintype n]
```

The Hamiltonian is diagonal, with real energies given by the function `E`.

```lean
/-- The Hamiltonian in its energy eigenbasis, with levels `E m`. -/
def hamiltonian [DecidableEq n] (E : n → ℝ) : Matrix n n ℂ :=
  Matrix.diagonal fun m => (E m : ℂ)
```

These may be the levels of an interacting many-body system; nothing requires them to be distinct. A finite Hermitian Hamiltonian given in another basis must first be diagonalized, with $B$ transformed accordingly. An infinite spectrum, such as that of an untruncated boson mode, is not covered.

**Q:** Is the correlator simply defined as the spectral sum?

**A:** No. `thermalTrace` is the operator expression, with genuine matrix exponentials and the ordering used above.

```lean
/-- The unnormalized thermal correlator `Tr(e^{-βH} e^{τH} B e^{-τH} B)`. -/
def thermalTrace [DecidableEq n] (E : n → ℝ) (B : Matrix n n ℂ) (β τ : ℝ) : ℂ :=
  Matrix.trace (NormedSpace.exp (((-β : ℝ) : ℂ) • hamiltonian E) *
    (NormedSpace.exp ((τ : ℂ) • hamiltonian E) * B *
      NormedSpace.exp (((-τ : ℝ) : ℂ) • hamiltonian E)) * B)
```

The spectral sum has its own definition, `corr`, which is real-valued.

```lean
/-- The spectral sum `C(τ)` over pairs of energy levels. -/
def corr (E : n → ℝ) (B : Matrix n n ℂ) (β τ : ℝ) : ℝ :=
  ∑ m, ∑ k, ‖B m k‖ ^ 2 * Real.exp (-β * E m + τ * (E m - E k))
```

The third definition, `susceptibility`, is the explicit Lehmann sum, with the equal-energy case written out.

```lean
/-- The unnormalized static Lehmann susceptibility; pairs of equal energy enter with
the weight `β e^{-βE}`. -/
def susceptibility (E : n → ℝ) (B : Matrix n n ℂ) (β : ℝ) : ℝ :=
  ∑ m, ∑ k, ‖B m k‖ ^ 2 *
    (if E m = E k then β * Real.exp (-β * E m)
      else (Real.exp (-β * E k) - Real.exp (-β * E m)) / (E m - E k))
```

**Q:** So "susceptibility" is a name for a sum. Where is the response to a field?

**A:** It isn't derived in the file. For a perturbation $-hB$, the isothermal response $\partial\langle B\rangle/\partial h$ at $h=0$ is $\chi/Z-\beta\langle B\rangle^2$, so to get this response, divide by $Z$ unless your data are already normalized, and subtract the disconnected part if $\langle B\rangle\neq0$. That formula is textbook statistical mechanics and is not part of the formal statement.

**Q:** Then show me how the operator trace is tied to the sum.

**A:** First, the exponential of a real multiple of $H$ is computed. The proof writes the scaled Hamiltonian as a diagonal matrix and applies `Matrix.exp_diagonal`.

```lean
/-- The exponential of a real multiple of the Hamiltonian is diagonal, with the
exponentials of the scaled energies as entries. -/
theorem exp_hamiltonian [DecidableEq n] (E : n → ℝ) (s : ℝ) :
    NormedSpace.exp ((s : ℂ) • hamiltonian E) =
      Matrix.diagonal fun m => ((Real.exp (s * E m) : ℝ) : ℂ) := by
  have h : (s : ℂ) • hamiltonian E = Matrix.diagonal fun m => ((s * E m : ℝ) : ℂ) := by
    ext i j
    by_cases hij : i = j
    · subst hij
      simp [hamiltonian]
    · simp [hamiltonian, hij]
  rw [h, Matrix.exp_diagonal]
  congr 1
  funext m
  first
    | rw [Pi.exp_apply]
    | rw [Pi.coe_exp]
  rw [Complex.ofReal_exp, Complex.exp_eq_exp_ℂ]
```

The next theorem expands the trace entry by entry. Its step `hb` is the Hermiticity argument, $B_{mk}B_{km}=|B_{mk}|^2$, and `he` combines the three exponentials into one.

```lean
/-- For a Hermitian observable the thermal trace equals the real spectral sum `C(τ)`. -/
theorem thermalTrace_eq_corr [DecidableEq n] (E : n → ℝ) {B : Matrix n n ℂ}
    (hB : B.IsHermitian) (β τ : ℝ) :
    thermalTrace E B β τ = (corr E B β τ : ℂ) := by
  unfold thermalTrace corr
  simp only [exp_hamiltonian, Matrix.trace, Matrix.diag_apply]
  rw [Complex.ofReal_sum]
  refine Finset.sum_congr rfl fun m _ => ?_
  rw [Matrix.mul_apply, Complex.ofReal_sum]
  refine Finset.sum_congr rfl fun k _ => ?_
  rw [Matrix.diagonal_mul, Matrix.mul_diagonal, Matrix.diagonal_mul]
  -- Hermiticity turns the product of matrix elements into a squared modulus
  have hb : B m k * B k m = ((‖B m k‖ ^ 2 : ℝ) : ℂ) := by
    rw [← hB.apply k m, Complex.star_def, Complex.mul_conj, Complex.normSq_eq_norm_sq]
  have he : Real.exp (-β * E m + τ * (E m - E k)) =
      Real.exp (-β * E m) * Real.exp (τ * E m) * Real.exp (-τ * E k) := by
    rw [← Real.exp_add, ← Real.exp_add]
    congr 1
    ring
  rw [he, Complex.ofReal_mul, ← hb]
  push_cast
  ring
```

The equality is between complex numbers, with the real sum embedded in them, so it also says that the trace is real.

**Q:** Does the symmetry proof follow your relabelling?

**A:** Yes. `Finset.sum_comm` exchanges the two sums, `hn` equates the moduli of the transposed matrix elements, and `he` is the identity between exponents.

```lean
/-- The correlator of a Hermitian observable is symmetric about `τ = β/2`. -/
theorem corr_reflect (E : n → ℝ) {B : Matrix n n ℂ} (hB : B.IsHermitian) (β τ : ℝ) :
    corr E B β (β - τ) = corr E B β τ := by
  unfold corr
  -- exchange the roles of the two levels
  rw [Finset.sum_comm]
  refine Finset.sum_congr rfl fun m _ => Finset.sum_congr rfl fun k _ => ?_
  have hn : ‖B k m‖ = ‖B m k‖ := by rw [← hB.apply k m, norm_star]
  have he : -β * E k + (β - τ) * (E k - E m) = -β * E m + τ * (E m - E k) := by ring
  rw [hn, he]
```

The cosh form then comes from averaging with the mirror image. The identities `e1` and `e2` split the two exponents into their common part and the parts of opposite sign.

```lean
/-- The correlator of a Hermitian observable is a sum of hyperbolic cosines centred at `τ = β/2`,
with non-negative weights. -/
theorem corr_eq_cosh (E : n → ℝ) {B : Matrix n n ℂ} (hB : B.IsHermitian) (β τ : ℝ) :
    corr E B β τ = ∑ m, ∑ k, ‖B m k‖ ^ 2 * Real.exp (-β * (E m + E k) / 2) *
      Real.cosh ((β / 2 - τ) * (E m - E k)) := by
  -- average the correlator with its mirror image
  have h : corr E B β τ = (corr E B β τ + corr E B β (β - τ)) / 2 := by
    rw [corr_reflect E hB]
    ring
  rw [h]
  unfold corr
  rw [← Finset.sum_add_distrib, Finset.sum_div]
  refine Finset.sum_congr rfl fun m _ => ?_
  rw [← Finset.sum_add_distrib, Finset.sum_div]
  refine Finset.sum_congr rfl fun k _ => ?_
  have e1 : -β * E m + τ * (E m - E k) =
      -β * (E m + E k) / 2 + -((β / 2 - τ) * (E m - E k)) := by ring
  have e2 : -β * E m + (β - τ) * (E m - E k) =
      -β * (E m + E k) / 2 + (β / 2 - τ) * (E m - E k) := by ring
  rw [e1, e2, Real.exp_add, Real.exp_add, Real.cosh_eq]
  ring
```

**Q:** The integral is where I'd expect a hidden assumption.

**A:** It doesn't need Hermiticity, because it concerns the real sum `corr` directly, and it doesn't need a sign for $\beta$, because the integral is oriented. The proof moves the integral inside the finite sums, and `split_ifs` separates equal from unequal energies. In the second case, `hF` verifies the antiderivative $e^{-\beta E_m+t(E_m-E_k)}/(E_m-E_k)$, and the fundamental theorem of calculus evaluates it at the endpoints.

```lean
/-- The integral of the spectral sum over `[0, β]` is the static Lehmann susceptibility. -/
theorem integral_corr (E : n → ℝ) (B : Matrix n n ℂ) (β : ℝ) :
    ∫ τ in (0 : ℝ)..β, corr E B β τ = susceptibility E B β := by
  unfold corr susceptibility
  rw [intervalIntegral.integral_finsetSum
    (fun m _ => Continuous.intervalIntegrable (by fun_prop) _ _)]
  refine Finset.sum_congr rfl fun m _ => ?_
  rw [intervalIntegral.integral_finsetSum
    (fun k _ => Continuous.intervalIntegrable (by fun_prop) _ _)]
  refine Finset.sum_congr rfl fun k _ => ?_
  rw [intervalIntegral.integral_const_mul]
  congr 1
  split_ifs with h
  · -- equal energies: the integrand is constant
    simp [h]
  · have hd : E m - E k ≠ 0 := sub_ne_zero.mpr h
    have hF : ∀ τ ∈ Set.uIcc (0 : ℝ) β,
        HasDerivAt (fun t : ℝ => Real.exp (-β * E m + t * (E m - E k)) / (E m - E k))
          (Real.exp (-β * E m + τ * (E m - E k))) τ := by
      intro τ _
      have h1 : HasDerivAt (fun t : ℝ => -β * E m + t * (E m - E k)) (E m - E k) τ :=
        (((hasDerivAt_id τ).mul_const (E m - E k)).const_add (-β * E m)).congr_deriv
          (one_mul _)
      exact (h1.exp.div_const (E m - E k)).congr_deriv (by field_simp)
    rw [intervalIntegral.integral_eq_sub_of_hasDerivAt hF
      (Continuous.intervalIntegrable (by fun_prop) _ _)]
    have e1 : -β * E m + β * (E m - E k) = -β * E k := by ring
    have e2 : -β * E m + 0 * (E m - E k) = -β * E m := by ring
    simp only [e1, e2]
    ring
```

Hermiticity comes back when the result is stated for the operator trace. The main theorem has three parts: the cosh form at every real $\tau$, the reflection symmetry, and the value of the integral.

```lean
/-- The thermal correlator of a Hermitian observable has the cosh spectral form, is
symmetric under `τ → β - τ`, and integrates over `[0, β]` to the static susceptibility. -/
theorem thermalTrace_spectral [DecidableEq n] (E : n → ℝ) {B : Matrix n n ℂ}
    (hB : B.IsHermitian) (β : ℝ) :
    (∀ τ, thermalTrace E B β τ =
      ((∑ m, ∑ k, ‖B m k‖ ^ 2 * Real.exp (-β * (E m + E k) / 2) *
        Real.cosh ((β / 2 - τ) * (E m - E k)) : ℝ) : ℂ)) ∧
    (∀ τ, thermalTrace E B β (β - τ) = thermalTrace E B β τ) ∧
    ∫ τ in (0 : ℝ)..β, thermalTrace E B β τ = (susceptibility E B β : ℂ) := by
  refine ⟨fun τ => ?_, fun τ => ?_, ?_⟩
  · rw [thermalTrace_eq_corr E hB, corr_eq_cosh E hB]
  · rw [thermalTrace_eq_corr E hB, thermalTrace_eq_corr E hB, corr_reflect E hB]
  · simp only [thermalTrace_eq_corr E hB]
    rw [intervalIntegral.integral_ofReal, integral_corr]
```

Its proof replaces the trace by `corr` and uses the preceding theorems. All three parts hold for every real $\beta$; for negative $\beta$ the integral is the usual oriented one.

**Q:** Does the cosh form tell me anything I can check against data?

**A:** It tells you where the correlator is small and where it is large. Every weight in the sum is non-negative, and $\cosh x$ grows with $|x|$. At $\tau=\beta/2$ every argument vanishes, so $C$ takes its minimum there. The proof compares the sums term by term through `Real.cosh_le_cosh`.

```lean
/-- The correlator of a Hermitian observable takes its smallest value at the midpoint `τ = β/2`. -/
theorem corr_midpoint_le (E : n → ℝ) {B : Matrix n n ℂ} (hB : B.IsHermitian) (β τ : ℝ) :
    corr E B β (β / 2) ≤ corr E B β τ := by
  rw [corr_eq_cosh E hB, corr_eq_cosh E hB]
  refine Finset.sum_le_sum fun m _ => Finset.sum_le_sum fun k _ => ?_
  refine mul_le_mul_of_nonneg_left (Real.cosh_le_cosh.mpr ?_) (by positivity)
  rw [sub_self, zero_mul, abs_zero]
  exact abs_nonneg _
```

For $0\le\tau\le\beta$ we have $|\beta/2-\tau|\le\beta/2$, so no value exceeds the equal-time value $C(0)$. The same term-by-term comparison proves it.

```lean
/-- On `[0, β]` the correlator of a Hermitian observable never exceeds its equal-time value. -/
theorem corr_le_equal_time (E : n → ℝ) {B : Matrix n n ℂ} (hB : B.IsHermitian)
    {β τ : ℝ} (h0 : 0 ≤ τ) (h1 : τ ≤ β) :
    corr E B β τ ≤ corr E B β 0 := by
  rw [corr_eq_cosh E hB, corr_eq_cosh E hB]
  refine Finset.sum_le_sum fun m _ => Finset.sum_le_sum fun k _ => ?_
  refine mul_le_mul_of_nonneg_left (Real.cosh_le_cosh.mpr ?_) (by positivity)
  rw [abs_mul, abs_mul]
  refine mul_le_mul_of_nonneg_right ?_ (abs_nonneg _)
  rw [sub_zero, abs_of_nonneg (by linarith : (0 : ℝ) ≤ β / 2)]
  exact abs_le.mpr ⟨by linarith, by linarith⟩
```

Integrating both inequalities over $[0,\beta]$ gives, for $\beta\ge0$,

$$\beta C(\beta/2)\le\chi\le\beta C(0).$$

In the proof, `hconst` evaluates the integrals of the constant bounds, and `intervalIntegral.integral_mono_on` carries the pointwise inequalities over to the integrals.

```lean
/-- For a Hermitian observable and `β ≥ 0`, the static susceptibility lies between `β C(β/2)` and `β
C(0)`. -/
theorem susceptibility_bounds (E : n → ℝ) {B : Matrix n n ℂ} (hB : B.IsHermitian)
    {β : ℝ} (hβ : 0 ≤ β) :
    β * corr E B β (β / 2) ≤ susceptibility E B β ∧
      susceptibility E B β ≤ β * corr E B β 0 := by
  have hc : Continuous fun τ => corr E B β τ := by
    unfold corr
    fun_prop
  have hconst : ∀ c : ℝ, ∫ _τ in (0 : ℝ)..β, c = β * c := fun c => by
    rw [intervalIntegral.integral_const, sub_zero, smul_eq_mul]
  rw [← integral_corr, ← hconst, ← hconst]
  -- integrate the pointwise bounds over imaginary time
  exact ⟨intervalIntegral.integral_mono_on hβ (continuous_const.intervalIntegrable _ _)
      (hc.intervalIntegrable _ _) fun τ _ => corr_midpoint_le E hB β τ,
    intervalIntegral.integral_mono_on hβ (hc.intervalIntegrable _ _)
      (continuous_const.intervalIntegrable _ _)
      fun τ hτ => corr_le_equal_time E hB hτ.1 hτ.2⟩

end

end ImaginaryTimeSusceptibility
```

```lean
#print axioms ImaginaryTimeSusceptibility.thermalTrace_spectral
#print axioms ImaginaryTimeSusceptibility.susceptibility_bounds
```

```
'ImaginaryTimeSusceptibility.thermalTrace_spectral' depends on axioms: [propext, Classical.choice, Quot.sound]
'ImaginaryTimeSusceptibility.susceptibility_bounds' depends on axioms: [propext, Classical.choice, Quot.sound]
```

**Q:** What does this look like in my code?

**A:** Suppose the grid is $\tau_j=j\beta/N$ with $j=0,\dots,N$. Replace $C(\tau_j)$ and $C(\tau_{N-j})$ by their average. Because the endpoint values agree, the trapezoidal rule becomes

$$\chi\approx\frac{\beta}{N}\sum_{j=0}^{N-1}C(\tau_j).$$

Each cosh is convex in $\tau$, so with exact values this rule never underestimates $\chi$. If your data are already normalized, the result is $\chi/Z$, and bounds computed from the same data already include the division by $Z$. Make the comparison before subtracting any disconnected part. An estimate outside the bounds by more than the statistical and time-step errors signals an inconsistency, such as a wrong quadrature weight or different normalizations for the estimate and the bounds. A wrong factor common to all the data goes unnoticed.

**Q:** And if I have the levels from exact diagonalization?

**A:** Then evaluate the Lehmann sum directly, but handle nearly equal energies with care, since the difference of exponentials loses digits. With $\Delta=E_m-E_k$, the factor can be written as $e^{-\beta E_m}(e^{\beta\Delta}-1)/\Delta$, and an `expm1` routine keeps it accurate for small nonzero $\Delta$. At $\Delta=0$, use $\beta e^{-\beta E_m}$.

**Q:** Does any of this give me the real-frequency spectrum?

**A:** Not from noisy imaginary-time data. The theorems fix the form of the exact correlator for a Hermitian $B$ and finitely many levels, and the symmetry means that the second half of the interval adds no independent exact information. Recovering the spectrum from noisy data remains a separate inverse problem. If exact diagonalization has given you the levels and the matrix elements of $B$, you can write the spectrum down directly from them.
